# Residual minimization with the shift held during each step converges to the initially dominant state of a two-level system

Residual minimization improves an approximate eigenvector $x$ by moving it along its residual until the residual norm is smallest, and one must decide which energy enters that norm during the move. Here it is held at the Rayleigh quotient $\rho$ of the old vector, and the norm is not divided by the length of the trial vector. With both amplitudes nonzero, a start dominated by the excited state then climbs in energy.

In Lean 4 with Mathlib:

```lean
import Mathlib

open Matrix Filter Topology

namespace ResidualMinimization

noncomputable section
```

The Hamiltonian is $H=\mathrm{diag}(E_1,E_2)$, real and written in its eigenbasis. Component `0` belongs to $E_1$, component `1` to $E_2$.

```lean
/-- The two-level Hamiltonian with energies `E₁` and `E₂` in its eigenbasis. -/
def ham (E₁ E₂ : ℝ) : Matrix (Fin 2) (Fin 2) ℝ := !![E₁, 0; 0, E₂]
```

Vectors need not be normalized, so the energy is $\rho=x^{T}Hx/x^{T}x$.

```lean
/-- The Rayleigh quotient (energy expectation value) of a nonzero vector `x`. -/
def rayleigh (H : Matrix (Fin 2) (Fin 2) ℝ) (x : Fin 2 → ℝ) : ℝ :=
  (x ⬝ᵥ (H *ᵥ x)) / (x ⬝ᵥ x)
```

The residual is $r=(H-\rho)x$.

```lean
/-- The residual `(H - ρ) x` of a nonzero vector `x`, with `ρ` its Rayleigh quotient. -/
def residual (H : Matrix (Fin 2) (Fin 2) ℝ) (x : Fin 2 → ℝ) : Fin 2 → ℝ :=
  H *ᵥ x - rayleigh H x • x
```

For a trial vector $v$ and a fixed shift, the quantity to minimize is $\|(H-\rho)v\|^2$.

```lean
/-- The squared Euclidean norm of `(H - ρ) v` for a given shift `ρ`. -/
def residualSq (H : Matrix (Fin 2) (Fin 2) ℝ) (ρ : ℝ) (v : Fin 2 → ℝ) : ℝ :=
  (H *ᵥ v - ρ • v) ⬝ᵥ (H *ᵥ v - ρ • v)
```

A step length $t$ is optimal if no real $u$ gives a smaller value at $v=x+ur$.

```lean
/-- The step length `t` along the residual of a nonzero vector `x` minimizes the residual norm,
the shift being held at the Rayleigh quotient of `x`. -/
def IsOptimalStep (H : Matrix (Fin 2) (Fin 2) ℝ) (x : Fin 2 → ℝ) (t : ℝ) : Prop :=
  ∀ u : ℝ, residualSq H (rayleigh H x) (x + t • residual H x) ≤
    residualSq H (rayleigh H x) (x + u • residual H x)
```

A full step then allows any nonzero rescaling `a`, which includes normalization.

```lean
/-- One residual-minimization step from a nonzero vector `x` to `y`: move along the residual by
an optimal step length, then rescale by any nonzero factor. -/
def IsRMMStep (H : Matrix (Fin 2) (Fin 2) ℝ) (x y : Fin 2 → ℝ) : Prop :=
  ∃ t a : ℝ, a ≠ 0 ∧ IsOptimalStep H x t ∧ y = a • (x + t • residual H x)
```

## The optimal step length

Rescaling multiplies numerator and denominator of $\rho$ by the same factor, so the energy is unchanged.

```lean
/-- The Rayleigh quotient does not change when the vector is rescaled by a nonzero factor. -/
theorem rayleigh_smul (H : Matrix (Fin 2) (Fin 2) ℝ) (v : Fin 2 → ℝ) {b : ℝ} (hb : b ≠ 0) :
    rayleigh H (b • v) = rayleigh H v := by
  unfold rayleigh
  simp only [Matrix.mulVec_smul, smul_dotProduct, dotProduct_smul, smul_eq_mul]
  rw [mul_div_mul_left _ _ hb, mul_div_mul_left _ _ hb]
```

For $x=(c,s)$ the normalized weights are $c^2/(c^2+s^2)$ and $s^2/(c^2+s^2)$, hence
$$\rho=\frac{c^2E_1+s^2E_2}{c^2+s^2}.$$

```lean
/-- The Rayleigh quotient of `(c, s)` is the mean of the two energies with weights
`c²` and `s²`. -/
theorem rayleigh_pair (E₁ E₂ c s : ℝ) :
    rayleigh (ham E₁ E₂) ![c, s] = (c ^ 2 * E₁ + s ^ 2 * E₂) / (c ^ 2 + s ^ 2) := by
  have h1 : ![c, s] ⬝ᵥ (ham E₁ E₂ *ᵥ ![c, s]) = c ^ 2 * E₁ + s ^ 2 * E₂ := by
    simp [ham, Matrix.mulVec, dotProduct, Fin.sum_univ_two]
    ring
  have h2 : ![c, s] ⬝ᵥ ![c, s] = c ^ 2 + s ^ 2 := by
    simp [dotProduct, Fin.sum_univ_two]
    ring
  rw [rayleigh, h1, h2]
```

Put $\kappa=(E_2-E_1)/(c^2+s^2)$. Then $E_1-\rho=-\kappa s^2$ and $E_2-\rho=\kappa c^2$, so
$$r=(-\kappa s^2c,\ \kappa c^2s)=cs\kappa\,(-s,c).$$

```lean
/-- The residual of a nonzero vector `(c, s)` is a multiple of the orthogonal vector
`(-s, c)`. -/
theorem residual_pair (E₁ E₂ : ℝ) {c s : ℝ} (hn : c ^ 2 + s ^ 2 ≠ 0) :
    residual (ham E₁ E₂) ![c, s] =
      (c * s * ((E₂ - E₁) / (c ^ 2 + s ^ 2))) • ![-s, c] := by
  rw [residual, rayleigh_pair]
  ext i
  fin_cases i <;> simp [ham] <;>
    field_simp <;> ring
```

Applying $H-\rho$ to $x+ur$ gives $cs\kappa\,(u\kappa s^3-s,\ u\kappa c^3+c)$, with squared norm
$$(cs\kappa)^2\left[\kappa^2(c^6+s^6)u^2-2\kappa(s^4-c^4)u+c^2+s^2\right].$$
For $E_1<E_2$ and $c,s\neq0$ the quadratic coefficient is positive, and the only minimizer is
$$t=\frac{s^4-c^4}{\kappa(c^6+s^6)}.$$

In the proof, `hv` computes the trial residual and `hsq` completes the square around `t₀`; $\kappa$ is there called `k`. A minimizer must make the remaining square vanish.

This uniqueness relies on holding the shift during the step. The line $x+ur$ passes through multiples of both eigenvectors, where a residual with the shift re-evaluated at the trial vector would be zero, so that the minimizer would no longer be unique.

```lean
/-- For `E₁ < E₂` and nonzero `c`, `s` there is exactly one optimal step length, given here in
closed form. -/
theorem isOptimalStep_iff {E₁ E₂ c s : ℝ} (hE : E₁ < E₂) (hc : c ≠ 0) (hs : s ≠ 0) (t : ℝ) :
    IsOptimalStep (ham E₁ E₂) ![c, s] t ↔
      t = (s ^ 4 - c ^ 4) * (c ^ 2 + s ^ 2) / ((E₂ - E₁) * (c ^ 6 + s ^ 6)) := by
  have hn : c ^ 2 + s ^ 2 ≠ 0 := by positivity
  have hD : 0 < c ^ 6 + s ^ 6 := by positivity
  have hD' := hD.ne'
  have hg : E₂ - E₁ ≠ 0 := (sub_pos.2 hE).ne'
  -- the trial residual, component by component
  have hv : ∀ u : ℝ, ham E₁ E₂ *ᵥ (![c, s] + u • residual (ham E₁ E₂) ![c, s])
      - rayleigh (ham E₁ E₂) ![c, s] • (![c, s] + u • residual (ham E₁ E₂) ![c, s]) =
      (c * s * ((E₂ - E₁) / (c ^ 2 + s ^ 2))) •
        ![u * ((E₂ - E₁) / (c ^ 2 + s ^ 2)) * s ^ 3 - s,
          u * ((E₂ - E₁) / (c ^ 2 + s ^ 2)) * c ^ 3 + c] := by
    intro u
    rw [residual_pair E₁ E₂ hn, rayleigh_pair]
    ext i
    fin_cases i <;> simp [ham] <;>
      field_simp <;> ring
  set t₀ := (s ^ 4 - c ^ 4) * (c ^ 2 + s ^ 2) / ((E₂ - E₁) * (c ^ 6 + s ^ 6)) with ht₀
  have ht : t₀ * ((E₂ - E₁) / (c ^ 2 + s ^ 2)) * (c ^ 6 + s ^ 6) = s ^ 4 - c ^ 4 := by
    rw [ht₀]
    field_simp
  have hk : (E₂ - E₁) / (c ^ 2 + s ^ 2) ≠ 0 := div_ne_zero hg hn
  unfold IsOptimalStep residualSq
  simp only [hv]
  generalize (E₂ - E₁) / (c ^ 2 + s ^ 2) = k at ht hk ⊢
  -- completing the square around the optimal step length
  have hsq : ∀ u : ℝ,
      ((c * s * k) • ![u * k * s ^ 3 - s, u * k * c ^ 3 + c]) ⬝ᵥ
        ((c * s * k) • ![u * k * s ^ 3 - s, u * k * c ^ 3 + c]) =
      (c * s * k) ^ 2 * ((t₀ * k * s ^ 3 - s) ^ 2 + (t₀ * k * c ^ 3 + c) ^ 2) +
        (c * s * k) ^ 2 * k ^ 2 * (c ^ 6 + s ^ 6) * (u - t₀) ^ 2 := by
    intro u
    simp only [dotProduct, Fin.sum_univ_two, Pi.smul_apply, smul_eq_mul,
      Matrix.cons_val_zero, Matrix.cons_val_one]
    linear_combination (c * s * k) ^ 2 * 2 * k * (u - t₀) * ht
  simp only [hsq]
  have hG : 0 < (c * s * k) ^ 2 * k ^ 2 * (c ^ 6 + s ^ 6) := by positivity
  constructor
  · intro h
    have h0 := h t₀
    have h1 : (t - t₀) ^ 2 ≤ 0 := by
      by_contra hpos
      have := mul_pos hG (not_le.1 hpos)
      rw [sub_self] at h0
      linarith
    exact sub_eq_zero.1 (pow_eq_zero_iff two_ne_zero |>.1 (le_antisymm h1 (sq_nonneg _)))
  · intro h u
    have := mul_nonneg hG.le (sq_nonneg (u - t₀))
    rw [h, sub_self]
    linarith
```

## The fifth-power map

Inserting $t$ gives
$$c(1-t\kappa s^2)=\frac{c^2+s^2}{c^6+s^6}\,c^5,\qquad s(1+t\kappa c^2)=\frac{c^2+s^2}{c^6+s^6}\,s^5.$$
The new vector is therefore proportional to $(c^5,s^5)$. The equivalence also says that every nonzero multiple is reached by some step; `hopt` is the displayed computation, and the two directions only adjust the scale factor.

```lean
/-- For `E₁ < E₂` and nonzero `c`, `s`, a residual-minimization step takes `(c, s)` to the
nonzero multiples of `(c⁵, s⁵)` and to nothing else. -/
theorem isRMMStep_iff {E₁ E₂ c s : ℝ} (hE : E₁ < E₂) (hc : c ≠ 0) (hs : s ≠ 0)
    (y : Fin 2 → ℝ) :
    IsRMMStep (ham E₁ E₂) ![c, s] y ↔ ∃ b : ℝ, b ≠ 0 ∧ y = b • ![c ^ 5, s ^ 5] := by
  have hn : c ^ 2 + s ^ 2 ≠ 0 := by positivity
  have hD : c ^ 6 + s ^ 6 ≠ 0 := by positivity
  have hg : E₂ - E₁ ≠ 0 := (sub_pos.2 hE).ne'
  have hq : (c ^ 2 + s ^ 2) / (c ^ 6 + s ^ 6) ≠ 0 := div_ne_zero hn hD
  -- inserting the optimal step length
  have hopt : ![c, s] + ((s ^ 4 - c ^ 4) * (c ^ 2 + s ^ 2) / ((E₂ - E₁) * (c ^ 6 + s ^ 6))) •
      residual (ham E₁ E₂) ![c, s] =
      ((c ^ 2 + s ^ 2) / (c ^ 6 + s ^ 6)) • ![c ^ 5, s ^ 5] := by
    rw [residual_pair E₁ E₂ hn]
    ext i
    fin_cases i <;> simp <;> field_simp <;> ring
  constructor
  · rintro ⟨t, a, ha, hmin, rfl⟩
    rw [(isOptimalStep_iff hE hc hs t).1 hmin, hopt]
    exact ⟨_, mul_ne_zero ha hq, by rw [smul_smul]⟩
  · rintro ⟨b, hb, rfl⟩
    refine ⟨_, b / ((c ^ 2 + s ^ 2) / (c ^ 6 + s ^ 6)), div_ne_zero hb hq,
      (isOptimalStep_iff hE hc hs _).2 rfl, ?_⟩
    rw [hopt, smul_smul, div_mul_cancel₀ _ hq]
```

The energy changes by
$$\rho'-\rho=(E_2-E_1)\frac{c^2s^2(s^8-c^8)}{(c^{10}+s^{10})(c^2+s^2)},$$
which is positive for $0<|c|<|s|$. A smaller residual is thus no guarantee of a lower energy. The proof clears denominators and uses the positivity of this numerator.

```lean
/-- Residual minimization is not variational: for `E₁ < E₂`, `c ≠ 0` and `|c| < |s|`, a step
from `(c, s)` strictly raises the Rayleigh quotient. -/
theorem rayleigh_lt_of_step {E₁ E₂ c s : ℝ} (hE : E₁ < E₂) (hc : c ≠ 0) (h : |c| < |s|)
    {y : Fin 2 → ℝ} (hy : IsRMMStep (ham E₁ E₂) ![c, s] y) :
    rayleigh (ham E₁ E₂) ![c, s] < rayleigh (ham E₁ E₂) y := by
  have hs : s ≠ 0 := abs_pos.1 ((abs_nonneg c).trans_lt h)
  obtain ⟨b, hb, rfl⟩ := (isRMMStep_iff hE hc hs y).1 hy
  rw [rayleigh_smul _ _ hb, rayleigh_pair, rayleigh_pair,
    div_lt_div_iff₀ (by positivity) (by positivity)]
  have h8 : (c ^ 2) ^ 4 < (s ^ 2) ^ 4 :=
    pow_lt_pow_left₀ (sq_lt_sq.2 h) (sq_nonneg c) (by norm_num)
  have hcs : 0 < c ^ 2 * s ^ 2 := by positivity
  have := mul_pos (mul_pos (sub_pos.2 hE) hcs) (sub_pos.2 h8)
  linarith
```

## Where the iteration ends

Let `x k` be the $k$-th iterate, with `x 0` equal to $(c,s)$ and each successor obtained by a step. Since $(z^{5^k})^5=z^{5^{k+1}}$, induction gives $x_k\propto(c^{5^k},s^{5^k})$.

```lean
/-- For `E₁ < E₂` and nonzero `c`, `s`, the `k`-th iterate started from `(c, s)` is a nonzero
multiple of the vector with entries `c` and `s` raised to the power `5 ^ k`. -/
theorem rmm_iterate {E₁ E₂ c s : ℝ} (hE : E₁ < E₂) (hc : c ≠ 0) (hs : s ≠ 0)
    {x : ℕ → Fin 2 → ℝ} (h0 : x 0 = ![c, s])
    (hstep : ∀ k, IsRMMStep (ham E₁ E₂) (x k) (x (k + 1))) (k : ℕ) :
    ∃ b : ℝ, b ≠ 0 ∧ x k = b • ![c ^ 5 ^ k, s ^ 5 ^ k] := by
  induction k with
  | zero => exact ⟨1, one_ne_zero, by simp [h0]⟩
  | succ k ih =>
    obtain ⟨b, hb, hx⟩ := ih
    have hk := hstep k
    rw [hx, show b • ![c ^ 5 ^ k, s ^ 5 ^ k] = ![b * c ^ 5 ^ k, b * s ^ 5 ^ k] by simp,
      isRMMStep_iff hE (mul_ne_zero hb (pow_ne_zero _ hc))
        (mul_ne_zero hb (pow_ne_zero _ hs))] at hk
    obtain ⟨d, hd, hy⟩ := hk
    have e : ∀ z : ℝ, z ^ 5 ^ (k + 1) = (z ^ 5 ^ k) ^ 5 := fun z => by
      rw [← pow_mul, ← pow_succ]
    refine ⟨d * b ^ 5, mul_ne_zero hd (pow_ne_zero _ hb), ?_⟩
    rw [hy, e, e, mul_pow, mul_pow, ← smul_smul]
    simp
```

Let $d$ be the amplitude of larger modulus and $a$ the other. The ratio of their weights after $k$ steps is $\left((a/d)^2\right)^{5^k}\to0$, so a weighted mean of two numbers $A$ and $B$ tends to the value $A$ attached to $d$.

```lean
/-- If `|a| < |d|`, the mean of `A` and `B` with weights the squares of `d ^ 5 ^ k` and
`a ^ 5 ^ k` tends to `A`. -/
theorem weighted_mean_tendsto {a d : ℝ} (h : |a| < |d|) (A B : ℝ) :
    Tendsto (fun k : ℕ => ((d ^ 5 ^ k) ^ 2 * A + (a ^ 5 ^ k) ^ 2 * B) /
      ((d ^ 5 ^ k) ^ 2 + (a ^ 5 ^ k) ^ 2)) atTop (𝓝 A) := by
  have hd : d ≠ 0 := abs_pos.1 ((abs_nonneg a).trans_lt h)
  have h1 : (a / d) ^ 2 < 1 := by
    rw [div_pow, div_lt_one (by positivity)]
    exact sq_lt_sq.2 h
  have h5 : Tendsto (fun k : ℕ => 5 ^ k) atTop atTop :=
    tendsto_atTop_mono (fun k => (Nat.lt_pow_self (by norm_num)).le) tendsto_id
  -- the ratio of the two weights dies out
  have hw : Tendsto (fun k : ℕ => ((a / d) ^ 2) ^ 5 ^ k) atTop (𝓝 0) :=
    (tendsto_pow_atTop_nhds_zero_of_lt_one (sq_nonneg _) h1).comp h5
  have hl := ((hw.mul_const B).const_add A).div (hw.const_add 1) (by norm_num)
  rw [show (A + 0 * B) / (1 + 0) = A by simp] at hl
  refine hl.congr fun k => ?_
  change (A + ((a / d) ^ 2) ^ 5 ^ k * B) / (1 + ((a / d) ^ 2) ^ 5 ^ k) = _
  have e : ((a / d) ^ 2) ^ 5 ^ k = (a ^ 5 ^ k) ^ 2 / (d ^ 5 ^ k) ^ 2 := by
    rw [← pow_mul, mul_comm, pow_mul, div_pow, div_pow]
  have hq : (d ^ 5 ^ k) ^ 2 ≠ 0 := pow_ne_zero _ (pow_ne_zero _ hd)
  rw [e, ← mul_div_mul_left _ _ hq]
  congr 1 <;> field_simp
```

For $0<|c|<|s|$ the energy therefore tends to $E_2$. The excited weight is the Rayleigh quotient of $\mathrm{diag}(0,1)$, so the same limit, `key`, shows that it tends to 1. The vectors themselves need not converge, because their scale and sign are free.

```lean
/-- For `E₁ < E₂`, `c ≠ 0` and `|c| < |s|`, residual minimization started from `(c, s)` converges
to the excited state: its weight tends to one and the Rayleigh quotient to `E₂`. -/
theorem rmm_tendsto_excited {E₁ E₂ c s : ℝ} (hE : E₁ < E₂) (hc : c ≠ 0) (h : |c| < |s|)
    {x : ℕ → Fin 2 → ℝ} (h0 : x 0 = ![c, s])
    (hstep : ∀ k, IsRMMStep (ham E₁ E₂) (x k) (x (k + 1))) :
    Tendsto (fun k => x k 1 ^ 2 / (x k ⬝ᵥ x k)) atTop (𝓝 1) ∧
      Tendsto (fun k => rayleigh (ham E₁ E₂) (x k)) atTop (𝓝 E₂) := by
  have hs : s ≠ 0 := abs_pos.1 ((abs_nonneg c).trans_lt h)
  have key : ∀ A B : ℝ, Tendsto (fun k => rayleigh (ham A B) (x k)) atTop (𝓝 B) := by
    intro A B
    refine (weighted_mean_tendsto h B A).congr fun k => ?_
    obtain ⟨b, hb, hx⟩ := rmm_iterate hE hc hs h0 hstep k
    rw [hx, rayleigh_smul _ _ hb, rayleigh_pair, add_comm, add_comm ((s ^ 5 ^ k) ^ 2)]
  -- the excited weight is the expectation value of diag(0, 1)
  refine ⟨(key 0 1).congr fun k => ?_, key E₁ E₂⟩
  simp [rayleigh, ham, Matrix.mulVec, dotProduct, Fin.sum_univ_two, sq]
```

For $0<|s|<|c|$ the roles are exchanged and the ground state is reached. At $|c|=|s|$ the optimal $t$ is zero and the direction stays put.

```lean
/-- For `E₁ < E₂`, `s ≠ 0` and `|s| < |c|`, residual minimization started from `(c, s)` converges
to the ground state: its weight tends to one and the Rayleigh quotient to `E₁`. -/
theorem rmm_tendsto_ground {E₁ E₂ c s : ℝ} (hE : E₁ < E₂) (hs : s ≠ 0) (h : |s| < |c|)
    {x : ℕ → Fin 2 → ℝ} (h0 : x 0 = ![c, s])
    (hstep : ∀ k, IsRMMStep (ham E₁ E₂) (x k) (x (k + 1))) :
    Tendsto (fun k => x k 0 ^ 2 / (x k ⬝ᵥ x k)) atTop (𝓝 1) ∧
      Tendsto (fun k => rayleigh (ham E₁ E₂) (x k)) atTop (𝓝 E₁) := by
  have hc : c ≠ 0 := abs_pos.1 ((abs_nonneg s).trans_lt h)
  have key : ∀ A B : ℝ, Tendsto (fun k => rayleigh (ham A B) (x k)) atTop (𝓝 A) := by
    intro A B
    refine (weighted_mean_tendsto h A B).congr fun k => ?_
    obtain ⟨b, hb, hx⟩ := rmm_iterate hE hc hs h0 hstep k
    rw [hx, rayleigh_smul _ _ hb, rayleigh_pair]
  -- the ground weight is the expectation value of diag(1, 0)
  refine ⟨(key 1 0).congr fun k => ?_, key E₁ E₂⟩
  simp [rayleigh, ham, Matrix.mulVec, dotProduct, Fin.sum_univ_two, sq]

end

end ResidualMinimization
```

In electronic-structure calculations this bears on the choice of starting orbitals for residual-minimizing solvers, though only through a two-level model with one search direction. The step from here to practical RMM-DIIS, with its many states, preconditioned residuals and stored history, is left open.

```lean
#print axioms ResidualMinimization.rayleigh_lt_of_step
#print axioms ResidualMinimization.rmm_tendsto_excited
#print axioms ResidualMinimization.rmm_tendsto_ground
```

```
'ResidualMinimization.rayleigh_lt_of_step' depends on axioms: [propext, Classical.choice, Quot.sound]
'ResidualMinimization.rmm_tendsto_excited' depends on axioms: [propext, Classical.choice, Quot.sound]
'ResidualMinimization.rmm_tendsto_ground' depends on axioms: [propext, Classical.choice, Quot.sound]
```
